# In the repulsive zero-dimensional Grassmann model with m ≠ 0, the sign of m² − U selects the self-energy branch

Let $n_\uparrow$ and $n_\downarrow$ be commuting Grassmann bilinears with $n_\uparrow^2=n_\downarrow^2=0$, weighted by $e^{A}$ with $A=m n_\uparrow+m n_\downarrow-U n_\uparrow n_\downarrow$, where the inverse bare propagator $m$ and the interaction $U$ are real and $U>0$ is repulsive, and let the Berezin integral read off the coefficient of $n_\uparrow n_\downarrow$. The Green's function $G$ is the normalised expectation value of $n_\uparrow$, and the self-energy $S$ is the inverse noninteracting Green's function minus the inverse interacting one. For $m\neq0$ and $m^2\neq U$ both are defined and satisfy $GS^2+S=UG$, and the two roots of this quadratic equation at given $U$ and $G$ are the branches.

```lean
import Mathlib

open TrivSqZeroExt

namespace GrassmannSelfEnergyBranches

noncomputable section

/-- The commutative algebra generated over the reals by two Grassmann bilinears,
one per spin, each of which squares to zero. -/
abbrev Bilinears := DualNumber (DualNumber ℝ)

/-- A real number as an element of the algebra of bilinears. -/
def scal (r : ℝ) : Bilinears := inl (inl r)

/-- The spin-up bilinear. -/
def nUp : Bilinears := inr 1

/-- The spin-down bilinear. -/
def nDown : Bilinears := inl (inr 1)

/-- The Berezin integral: the coefficient of the product of both bilinears. -/
def berezin (x : Bilinears) : ℝ := x.snd.snd

/-- The exponent of the Grassmann weight, with bare inverse propagator `m`
and interaction `U`. -/
def expo (m U : ℝ) : Bilinears :=
  scal m * nUp + scal m * nDown - scal U * (nUp * nDown)

/-- The Grassmann weight: the exponential series of the exponent up to second order. -/
def weight (m U : ℝ) : Bilinears :=
  1 + expo m U + scal (1 / 2) * (expo m U * expo m U)

/-- The partition function. -/
def partitionFunction (m U : ℝ) : ℝ := berezin (weight m U)

/-- The Green's function: the normalised expectation value of the spin-up bilinear. -/
def green (m U : ℝ) : ℝ := berezin (nUp * weight m U) / partitionFunction m U

/-- The self-energy from the Dyson equation: inverse noninteracting minus inverse
interacting Green's function. -/
def selfEnergy (m U : ℝ) : ℝ := (green m 0)⁻¹ - (green m U)⁻¹

/-- The self-energy branch with the positive square root, as a function of `G`. -/
def plusBranch (U G : ℝ) : ℝ := (-1 + √(1 + 4 * U * G ^ 2)) / (2 * G)

/-- The self-energy branch with the negative square root, as a function of `G`. -/
def minusBranch (U G : ℝ) : ℝ := (-1 - √(1 + 4 * U * G ^ 2)) / (2 * G)

/-- The cube of the exponent vanishes, so its exponential series ends at second order. -/
theorem expo_cube (m U : ℝ) : expo m U * expo m U * expo m U = 0 := by
  ext <;> simp [expo, scal, nUp, nDown]

/-- The partition function is `m² - U`. -/
theorem partitionFunction_eq (m U : ℝ) : partitionFunction m U = m ^ 2 - U := by
  simp [partitionFunction, berezin, weight, expo, scal, nUp, nDown]
  ring

/-- The Green's function is `m / (m² - U)`. -/
theorem green_eq (m U : ℝ) : green m U = m / (m ^ 2 - U) := by
  have h : berezin (nUp * weight m U) = m := by
    simp [berezin, weight, expo, scal, nUp, nDown]
  rw [green, h, partitionFunction_eq]

/-- For `m ≠ 0`, the self-energy is `m - 1/G`, and its value is `U / m`. -/
theorem selfEnergy_eq {m : ℝ} (U : ℝ) (hm : m ≠ 0) :
    selfEnergy m U = m - 1 / green m U ∧ selfEnergy m U = U / m := by
  have h0 : (green m 0)⁻¹ = m := by
    rw [green_eq, sub_zero, inv_div, pow_two, mul_div_assoc, div_self hm, mul_one]
  constructor
  · rw [selfEnergy, h0, one_div]
  · rw [selfEnergy, h0, green_eq, inv_div, eq_div_iff hm, sub_mul, div_mul_cancel₀ _ hm]
    ring

/-- For `m ≠ 0` and `m² ≠ U`, both `2GS + 1` and the discriminant `1 + 4UG²` are fixed by the single
ratio `(m² + U) / (m² - U)`: the first equals it, the second equals its square. -/
theorem branch_ratio {m U : ℝ} (hm : m ≠ 0) (h : m ^ 2 ≠ U) :
    2 * green m U * selfEnergy m U + 1 = (m ^ 2 + U) / (m ^ 2 - U) ∧
    1 + 4 * U * green m U ^ 2 = ((m ^ 2 + U) / (m ^ 2 - U)) ^ 2 := by
  have hd : m ^ 2 - U ≠ 0 := sub_ne_zero.mpr h
  have a : green m U * (m ^ 2 - U) = m := by rw [green_eq, div_mul_cancel₀ _ hd]
  have b : selfEnergy m U * m = U := by
    rw [(selfEnergy_eq U hm).2, div_mul_cancel₀ _ hm]
  constructor
  · rw [eq_div_iff hd]
    linear_combination 2 * selfEnergy m U * a + 2 * b
  · rw [div_pow, eq_div_iff (pow_ne_zero 2 hd)]
    linear_combination 4 * U * (green m U * (m ^ 2 - U) + m) * a

/-- For `m ≠ 0` and `m² ≠ U`, the exact self-energy and Green's function obey `G S² + S = U G`. -/
theorem selfEnergy_quadratic {m U : ℝ} (hm : m ≠ 0) (h : m ^ 2 ≠ U) :
    green m U * selfEnergy m U ^ 2 + selfEnergy m U = U * green m U := by
  obtain ⟨hr, hdisc⟩ := branch_ratio hm h
  have hG : green m U ≠ 0 := by
    rw [green_eq]; exact div_ne_zero hm (sub_ne_zero.mpr h)
  apply mul_left_cancel₀ (mul_ne_zero four_ne_zero hG)
  linear_combination (2 * green m U * selfEnergy m U + 1
    + (m ^ 2 + U) / (m ^ 2 - U)) * hr - hdisc

/-- At fixed nonzero `G` and repulsive `U`, the solutions of `G x² + x = U G` are
exactly the two branches. -/
theorem quadratic_iff_branch {U G : ℝ} (hU : 0 < U) (hG : G ≠ 0) (x : ℝ) :
    G * x ^ 2 + x = U * G ↔ x = plusBranch U G ∨ x = minusBranch U G := by
  have hsq : √(1 + 4 * U * G ^ 2) ^ 2 = 1 + 4 * U * G ^ 2 :=
    Real.sq_sqrt (by positivity)
  have h2G : 2 * G ≠ 0 := mul_ne_zero two_ne_zero hG
  rw [plusBranch, minusBranch, eq_div_iff h2G, eq_div_iff h2G]
  generalize √(1 + 4 * U * G ^ 2) = t at hsq ⊢
  constructor
  · intro e
    -- complete the square and factorise
    have hf : (2 * G * x + 1 - t) * (2 * G * x + 1 + t) = 0 := by
      linear_combination 4 * G * e - hsq
    rcases mul_eq_zero.mp hf with h | h
    · left; linear_combination h
    · right; linear_combination h
  · rintro (e | e) <;> apply mul_left_cancel₀ (mul_ne_zero four_ne_zero hG)
    · linear_combination (2 * G * x + 1 + t) * e + hsq
    · linear_combination (2 * G * x + 1 - t) * e + hsq

/-- For repulsive `U`, `m ≠ 0` and `m² ≠ U`, the exact self-energy lies on the plus branch if and
only if `m² > U`, and on the minus branch if and only if `m² < U`. -/
theorem selfEnergy_branch {m U : ℝ} (hU : 0 < U) (hm : m ≠ 0) (h : m ^ 2 ≠ U) :
    (selfEnergy m U = plusBranch U (green m U) ↔ U < m ^ 2) ∧
    (selfEnergy m U = minusBranch U (green m U) ↔ m ^ 2 < U) := by
  obtain ⟨hr, hdisc⟩ := branch_ratio hm h
  have hG : green m U ≠ 0 := by
    rw [green_eq]; exact div_ne_zero hm (sub_ne_zero.mpr h)
  have h2G : 2 * green m U ≠ 0 := mul_ne_zero two_ne_zero hG
  have hn : 0 < m ^ 2 + U := by positivity
  have habs := abs_nonneg ((m ^ 2 + U) / (m ^ 2 - U))
  -- the square root is the absolute value of the ratio, whose sign selects the branch
  rw [plusBranch, minusBranch, eq_div_iff h2G, eq_div_iff h2G, hdisc, Real.sqrt_sq_eq_abs]
  refine ⟨⟨fun e => ?_, fun hlt => ?_⟩, ⟨fun e => ?_, fun hlt => ?_⟩⟩
  · by_contra hc
    have hlt : m ^ 2 < U := lt_of_le_of_ne (not_lt.mp hc) h
    have := div_neg_of_pos_of_neg hn (sub_neg.mpr hlt)
    linarith
  · rw [abs_of_pos (div_pos hn (sub_pos.mpr hlt))]
    linear_combination hr
  · by_contra hc
    have hlt : U < m ^ 2 := lt_of_le_of_ne (not_lt.mp hc) (Ne.symm h)
    have := div_pos hn (sub_pos.mpr hlt)
    linarith
  · rw [abs_of_neg (div_neg_of_pos_of_neg hn (sub_neg.mpr hlt))]
    linear_combination hr

/-- Two bare parameters whose squares differ from `U` give the same Green's function exactly when
they coincide or their product is `-U`. -/
theorem same_green_iff {m m' U : ℝ} (h : m ^ 2 ≠ U) (h' : m' ^ 2 ≠ U) :
    green m U = green m' U ↔ m' = m ∨ m * m' = -U := by
  rw [green_eq, green_eq, div_eq_div_iff (sub_ne_zero.mpr h) (sub_ne_zero.mpr h')]
  constructor
  · intro e
    have hf : (m' - m) * (m * m' + U) = 0 := by linear_combination e
    rcases mul_eq_zero.mp hf with h1 | h1
    · left; linear_combination h1
    · right; linear_combination h1
  · rintro (e | e)
    · linear_combination (m * m' + U) * e
    · linear_combination (m' - m) * e

/-- For repulsive `U`, if two different bare parameters, neither with square equal to `U`, share one
Green's function, the self-energy of the first is on the plus branch exactly when that of the second
is on the minus branch. -/
theorem same_green_opposite_branch {m m' U : ℝ} (hU : 0 < U) (h : m ^ 2 ≠ U)
    (h' : m' ^ 2 ≠ U) (hne : m' ≠ m) (hG : green m U = green m' U) :
    selfEnergy m U = plusBranch U (green m U) ↔
      selfEnergy m' U = minusBranch U (green m' U) := by
  have hp : m * m' = -U := ((same_green_iff h h').mp hG).resolve_left hne
  have hmm : m * m' ≠ 0 := by rw [hp]; exact neg_ne_zero.mpr hU.ne'
  rw [(selfEnergy_branch hU (left_ne_zero_of_mul hmm) h).1,
    (selfEnergy_branch hU (right_ne_zero_of_mul hmm) h').2]
  -- the squares multiply to U², so they lie on opposite sides of U
  have hq : m ^ 2 * m' ^ 2 = U ^ 2 := by linear_combination (m * m' - U) * hp
  constructor
  · intro hlt
    by_contra hc
    have hc' : U ≤ m' ^ 2 := not_lt.mp hc
    nlinarith [mul_nonneg (sub_nonneg.mpr hc') (sq_nonneg m), mul_pos hU (sub_pos.mpr hlt)]
  · intro hlt
    by_contra hc
    have hc' : m ^ 2 ≤ U := not_lt.mp hc
    nlinarith [mul_nonneg (sub_nonneg.mpr hc') (sq_nonneg m'), mul_pos hU (sub_pos.mpr hlt)]

end

end GrassmannSelfEnergyBranches
```

```lean
#print axioms GrassmannSelfEnergyBranches.selfEnergy_quadratic
#print axioms GrassmannSelfEnergyBranches.quadratic_iff_branch
#print axioms GrassmannSelfEnergyBranches.selfEnergy_branch
#print axioms GrassmannSelfEnergyBranches.same_green_opposite_branch
```

```
'GrassmannSelfEnergyBranches.selfEnergy_quadratic' depends on axioms: [propext, Classical.choice, Quot.sound]
'GrassmannSelfEnergyBranches.quadratic_iff_branch' depends on axioms: [propext, Classical.choice, Quot.sound]
'GrassmannSelfEnergyBranches.selfEnergy_branch' depends on axioms: [propext, Classical.choice, Quot.sound]
'GrassmannSelfEnergyBranches.same_green_opposite_branch' depends on axioms: [propext, Classical.choice, Quot.sound]
```

## Which branch holds the exact self-energy

Write the two candidate functions of $G$ as
$$S_\pm(U,G)=\frac{-1\pm\sqrt{1+4UG^2}}{2G}.$$
They are `plusBranch` and `minusBranch`. The theorem `selfEnergy_branch` says that for real $m\neq0$, $U>0$ and $m^2\neq U$, the exact $S$ equals $S_+$ if and only if $m^2>U$, and equals $S_-$ if and only if $m^2<U$.

The condition $U>0$ means repulsion. At $m=0$ the Green's function vanishes and has no inverse; at $m^2=U$ the partition function vanishes and there is no normalised expectation value.

Two further theorems compare parameters $m$ and $m'$ whose squares both differ from $U$. By `same_green_iff`, $m$ and $m'$ give the same $G$ exactly when $m'=m$ or $mm'=-U$. By `same_green_opposite_branch`, if $U>0$ and distinct parameters share one $G$, the first self-energy is on the plus branch exactly when the second is on the minus branch. For $U=1$, both $m=2$ and $m'=-1/2$ give $G=2/3$, with self-energies $1/2=S_+$ and $-2=S_-$.

## One site without time

The type `Bilinears` consists of dual numbers over dual numbers: real combinations of $1$, $n_\uparrow$, $n_\downarrow$ and $n_\uparrow n_\downarrow$. The parameter $m$ is the inverse bare propagator, equal for both spins. There is no imaginary time, frequency or lattice, so $G$ and $S$ are single real numbers.

The same model could be built on an exterior algebra with four anticommuting generators. The nilpotency of the bilinears would then be derived, and the integral would need an explicit sign convention. That sign cancels in the normalised expectation value, so the formulas for $G$ and $S$ would not change.

In this model, at fixed $U>0$, a nonzero $G$ alone does not fix the self-energy. Such an ambiguity is a concern for electronic-structure methods that treat the self-energy as a functional of the interacting Green's function.

## From the integral to the sign

Since $A^2=2m^2n_\uparrow n_\downarrow$ and $A^3=0$ (`expo_cube`), the exponential series stops:
$$e^A=1+m n_\uparrow+m n_\downarrow+(m^2-U)n_\uparrow n_\downarrow .$$
The partition function is therefore $m^2-U$, and the integral of $n_\uparrow e^A$ is $m$. Hence, for $m\neq0$ and $m^2\neq U$,
$$G=\frac{m}{m^2-U},\qquad S=m-\frac1G=m-\frac{m^2-U}{m}=\frac Um .$$
In Lean, `simp` multiplies out the dual numbers and extracts these coefficients. The theorem `selfEnergy_eq` does not exclude $m^2=U$, but there $G$ is undefined and the statement holds only through Lean's convention $1/0=0$.

Now set $r=(m^2+U)/(m^2-U)$. Then
$$2GS+1=\frac{2U}{m^2-U}+1=r,$$
$$1+4UG^2=\frac{(m^2-U)^2+4Um^2}{(m^2-U)^2}=r^2 .$$
This is `branch_ratio`, proved from the denominator-free relations $G(m^2-U)=m$ and $Sm=U$ by `linear_combination`.

Equating $(2GS+1)^2$ with $1+4UG^2$ and dividing by $4G$ gives $GS^2+S=UG$, which is `selfEnergy_quadratic`. Conversely, `quadratic_iff_branch` completes the square in $Gx^2+x=UG$: with $t=\sqrt{1+4UG^2}$,
$$(2Gx+1-t)(2Gx+1+t)=0,$$
so the solutions are exactly $S_+$ and $S_-$.

To select between them, multiply $S=S_\pm$ by $2G$. It becomes $2GS+1=\pm\sqrt{r^2}$, that is, $r=\pm|r|$. Because $m^2+U>0$, $r$ is nonzero and has the sign of $m^2-U$, which settles both equivalences. The Lean proof replaces the root by `Real.sqrt_sq_eq_abs` and treats the four implications separately: a wrong sign of $r$ contradicts $|r|\ge0$, and the right sign resolves the absolute value.

Repulsion matters here. For $U=-1$ and $m=1/2$ we have $m^2>U$, but $G=2/5$ and $S=-2$, whereas $S_+=-1/2$ and $S_-=-2$. The numerator $m^2+U$ is now negative and reverses the sign of $r$.

For two parameters, clearing denominators in the equality of Green's functions gives
$$(m'-m)(mm'+U)=0 .$$
If $m'\neq m$, then $mm'=-U$. For $U>0$ both parameters are therefore nonzero, and $m^2m'^2=U^2$. As neither square equals $U$, one lies above $U$ and the other below; `nlinarith` closes this last step.
